# The second moment of the number operator in a normalised coherent state is |z|⁴ + |z|²

Let `a` and `b` be linear operators on a complex inner product space, adjoint to each other and with `a * b - b * a = 1`, as for the lowering and raising operators of a single bosonic mode. If a unit vector `v` satisfies `a v = z • v`, so that it is a coherent state, the lemma says that the number operator N = ba has ⟨N²⟩ = |z|⁴ + |z|² in that state. The proof takes the case m = 1 of `moment_succ`, which gives ⟨N²⟩ = |z|²⟨N + 1⟩. It then puts in the mean ⟨N⟩ = |z|² and the normalisation ⟨v, v⟩ = 1.

This version doesn't compile in Lean 4 with Mathlib:

```lean
import Mathlib

open scoped InnerProductSpace

namespace SecondMomentNumber

noncomputable section

variable {E : Type*} [NormedAddCommGroup E] [InnerProductSpace ℂ E]

/-- The number operator `N = b a`, built from the lowering operator `a` and the raising
operator `b`. -/
def number (a b : Module.End ℂ E) : Module.End ℂ E := b * a

/-- If `ab - ba = 1`, moving the lowering operator through a power of `N` raises `N` by one:
`a N^m = (N + 1)^m a`. -/
theorem lower_number_pow {a b : Module.End ℂ E} (hab : a * b - b * a = 1) (m : ℕ) :
    a * number a b ^ m = (number a b + 1) ^ m * a := by
  have h : a * b = b * a + 1 := sub_eq_iff_eq_add'.mp hab
  have h1 : a * number a b = (number a b + 1) * a := by
    unfold number
    rw [← mul_assoc, h]
  induction m with
  | zero => simp
  | succ m ih => rw [pow_succ, ← mul_assoc, ih, mul_assoc, h1, ← mul_assoc, ← pow_succ]

/-- For an adjoint pair with `ab - ba = 1` and a vector with `a v = z v`, the moments of `N`
obey `⟨N^(m+1)⟩ = |z|² ⟨(N + 1)^m⟩`. -/
theorem moment_succ {a b : Module.End ℂ E} (hadj : ∀ u w, ⟪a u, w⟫_ℂ = ⟪u, b w⟫_ℂ)
    (hab : a * b - b * a = 1) {v : E} {z : ℂ} (hz : a v = z • v) (m : ℕ) :
    ⟪v, (number a b ^ (m + 1)) v⟫_ℂ = (‖z‖ : ℂ) ^ 2 * ⟪v, ((number a b + 1) ^ m) v⟫_ℂ := by
  have e : number a b ^ (m + 1) = b * ((number a b + 1) ^ m * a) := by
    rw [pow_succ', ← lower_number_pow hab m, number, mul_assoc]
  have h : (number a b ^ (m + 1)) v = z • b (((number a b + 1) ^ m) v) := by
    rw [e]
    simp only [Module.End.mul_apply, hz, map_smul]
  -- the raising operator acts to the left as the conjugate eigenvalue
  rw [h, inner_smul_right, ← hadj, hz, inner_smul_left, ← mul_assoc, mul_comm z,
    Complex.conj_mul']

/-- For an adjoint pair with `ab - ba = 1` and a unit vector with `a v = z v`, the mean of the
number operator is `|z|²`. -/
theorem mean_number {a b : Module.End ℂ E} (hadj : ∀ u w, ⟪a u, w⟫_ℂ = ⟪u, b w⟫_ℂ)
    (hab : a * b - b * a = 1) {v : E} {z : ℂ} (hz : a v = z • v) (hv : ‖v‖ = 1) :
    ⟪v, number a b v⟫_ℂ = (‖z‖ : ℂ) ^ 2 := by
  have h := moment_succ hadj hab hz 0
  simpa [inner_self_eq_norm_sq_to_K, hv] using h

/-- For an adjoint pair with `ab - ba = 1` and a unit vector with `a v = z v`, the second moment
of the number operator is `|z|⁴ + |z|²`. -/
theorem second_moment_number {a b : Module.End ℂ E}
    (hadj : ∀ u w, ⟪a u, w⟫_ℂ = ⟪u, b w⟫_ℂ)
    (hab : a * b - b * a = 1) {v : E} {z : ℂ} (hz : a v = z • v) (hv : ‖v‖ = 1) :
    ⟪v, (number a b ^ 2) v⟫_ℂ = (‖z‖ : ℂ) ^ 4 + (‖z‖ : ℂ) ^ 2 := by
  have hvv : ⟪v, v⟫_ℂ = 1 := by simp [inner_self_eq_norm_sq_to_K, hv]
  have h : ⟪v, (number a b ^ 2) v⟫_ℂ = (‖z‖ : ℂ) ^ 2 * ⟪v, ((number a b + 1) ^ 1) v⟫_ℂ :=
    moment_succ hadj hab hz 1
  rw [h, pow_one, LinearMap.add_apply, Module.End.one_apply, inner_add_right,
    mean_number hadj hab hz hv, hvv]
  ring

end

end SecondMomentNumber
```

The compiler's answer:

```
Main.lean:56:59: error: Function expected at
  (number a b + 1) ^ 1
but this term has type
  ?m.152

Note: Expected a function because this term is being applied to the argument
  v
```

Fix (accepted with no message):

```diff
@@ -54,5 +54,6 @@
     ⟪v, (number a b ^ 2) v⟫_ℂ = (‖z‖ : ℂ) ^ 4 + (‖z‖ : ℂ) ^ 2 := by
   have hvv : ⟪v, v⟫_ℂ = 1 := by simp [inner_self_eq_norm_sq_to_K, hv]
-  have h : ⟪v, (number a b ^ 2) v⟫_ℂ = (‖z‖ : ℂ) ^ 2 * ⟪v, ((number a b + 1) ^ 1) v⟫_ℂ :=
+  have h : ⟪v, (number a b ^ 2) v⟫_ℂ
+      = (‖z‖ : ℂ) ^ 2 * ⟪v, ((number a b + 1) ^ 1 : Module.End ℂ E) v⟫_ℂ :=
     moment_succ hadj hab hz 1
   rw [h, pow_one, LinearMap.add_apply, Module.End.one_apply, inner_add_right,
```

Diagnosis. The error lies in the statement of `h`, before its proof is looked at. To read `((number a b + 1) ^ 1) v`, Lean must know that the power is something that can be applied to `v`, but at that point the type of the power is still the unknown `?m.152`, hence "Function expected".

Neither the sum nor the numeral exponent is enough to cause this alone. `(number a b ^ 2) v` is accepted in the same statement, and `((number a b + 1) ^ m) v` is accepted in `moment_succ`, where `m` is declared a natural number. Here a sum is raised to a bare numeral, and the type is not settled in time. The term `moment_succ hadj hab hz 1` can't supply it, since the statement has to be read first.

The repair writes `((number a b + 1) ^ 1 : Module.End ℂ E)`. This says outright that the power is a linear operator on `E`, which Lean can apply to `v`. The new line break is only tidying.
